# Transfer matrices built from $u+P$ on a finite chain commute

The Hamiltonian of the periodic permutation chain and further operators can be extracted from a transfer matrix $t(u)$, with $u$ a complex parameter. If $t(u)$ and $t(v)$ commute for all $u,v$, those operators commute with one another and with the Hamiltonian, so they are conserved, and each $t(v)$ maps every eigenspace of $t(u)$ into itself. A pair that failed to commute could have no common basis of eigenvectors. For the Lax operator $u+P$ on distinct sites of equal finite dimension, commutation is exact.

## The commutation relation

Take $N$ sites $a=0,\dots,N-1$, each a copy of $\mathbb C^n$, and one auxiliary copy, distinct from site $0$ and marked by the first subscript $0$ in $P_{0,a}$. Let $P_{0,a}$ exchange the auxiliary copy with site $a$. For a list $l$ of distinct sites and complex shifts $\theta_a$, set
$$L_a(u)=u+P_{0,a},\quad T(u)=\prod_{a\in l}L_a(u-\theta_a),\quad t(u)=\operatorname{tr}_0T(u),$$
with the product in list order and $\operatorname{tr}_0$ the trace over the auxiliary copy. Then $t(u)t(v)=t(v)t(u)$ for all complex $u,v$. The shift $\theta_a$ is a site-dependent offset of the spectral parameter; the homogeneous chain has $\theta_a=0$ and $l=(0,\dots,N-1)$.

## Conserved operators in a spin-chain code

In the homogeneous chain $t(u)$ is a polynomial in $u$, so its coefficients commute with one another. For $N\ge2$, $t(0)$ is a cyclic shift and $t(0)^{-1}t'(0)$ is the periodic sum of neighbour exchanges, which for $n=2$ is the isotropic nearest-neighbour spin-½ Heisenberg Hamiltonian up to scale and a constant. A code that assembles $t(u)$ as a periodic matrix product operator can use the commutator as a necessary test of its contractions; the test is not sufficient, since a wrong site order or a wrong overall factor still gives commuting matrices.

Short chains test little. One finds $t=n$ for $N=0$, $t=nu+1$ for $N=1$, and $t=nu^2+2u+S$ for $N=2$, with $S$ the swap of the two sites; these commute by inspection.

## From three transpositions to the traced product

Use two auxiliary copies $1,2$; a subscript $1$ or $2$ names the copy that an operator acts on. Let $P$ exchange the two copies, so $P^2=1$, and put $R(w)=w+P$ for complex $w$.

**One site.** With $A=P_{1,a}$ and $B=P_{2,a}$, composing transpositions gives $PA=BP=AB$, $PB=AP=BA$ and $PAB=BAP$. Expanding,
$$R(u-v)(u+A)(v+B)-(v+B)(u+A)R(u-v)=\big[(u-v)+v-u\big](AB-BA)=0 .$$
A shift $\theta_a$ cancels in $u-v$, so one $R=R(u-v)$ serves every site.

**The chain.** Write $T=LT'$, with $L$ the first factor and $T'$ the rest; copy $1$ carries $u$ and copy $2$ carries $v$. Factors on different copies and different sites commute. Assuming the relation for $T'$,
$$RL_1T'_1L_2T'_2=RL_1L_2T'_1T'_2=L_2L_1RT'_1T'_2=L_2L_1T'_2T'_1R=L_2T'_2L_1T'_1R .$$
The empty list gives $R=R$, so $R\,T_1(u)T_2(v)=T_2(v)T_1(u)\,R$ by induction.

**The double trace.** For chain configurations $s,r,s'$ and auxiliary indices $i,k$,
$$\big[\operatorname{tr}_{12}T_1(u)T_2(v)\big]_{ss'}=\sum_{i,k,r}T(u)_{(i,s),(i,r)}\,T(v)_{(k,r),(k,s')}=[t(u)t(v)]_{ss'},$$
and the opposite order gives $t(v)t(u)$.

**Removing $R$.** Suppose $R(w)X=YR(w)$ for operators $X,Y$. Since $P$ acts only on the traced copies, it cycles under $\operatorname{tr}_{12}$. Tracing the relation, and tracing it after left multiplication by $P$, gives
$$w\operatorname{tr}_{12}X+\operatorname{tr}_{12}PX=w\operatorname{tr}_{12}Y+\operatorname{tr}_{12}PY,$$
$$w\operatorname{tr}_{12}PX+\operatorname{tr}_{12}X=w\operatorname{tr}_{12}PY+\operatorname{tr}_{12}Y .$$
The first times $w$ minus the second is $(w^2-1)(\operatorname{tr}_{12}X-\operatorname{tr}_{12}Y)=0$, which settles $u-v\ne\pm1$.

**The two remaining points.** At fixed $v$ both products are continuous in $u$ and agree away from $v\pm1$, where $R$ can be singular, hence everywhere.

## The Lean file

```lean
import Mathlib

open Matrix Function

namespace CommutingTransfer

noncomputable section

variable {X α C d ι : Type*} [Fintype X] [DecidableEq X] [Fintype α] [Fintype C] [DecidableEq C]
  [Fintype d] [DecidableEq d] [Fintype ι] [DecidableEq ι]

/-- Operators on the complex space with basis states labelled by `X`. -/
abbrev Op (X : Type*) := Matrix X X ℂ

/-- The operator sending each basis state `|y⟩` to `|f y⟩`. -/
def basisMap (f : X → X) : Op X := Matrix.of fun x y => if x = f y then 1 else 0

/-- The exchange `P_0a` of the auxiliary copy with site `a` of the chain. -/
def exch (d : Type*) [DecidableEq d] (a : ι) : Op (d × (ι → d)) :=
  basisMap fun y => (y.2 a, update y.2 a y.1)

/-- The Lax operator `u + P_0a`. -/
def lax (d : Type*) [DecidableEq d] (u : ℂ) (a : ι) : Op (d × (ι → d)) :=
  u • (1 : Op (d × (ι → d))) + exch d a

/-- The monodromy matrix: the ordered product of `u - θ a + P_0a` along the list of sites `l`. -/
def monodromy (d : Type*) [Fintype d] [DecidableEq d] (θ : ι → ℂ) (l : List ι) (u : ℂ) :
    Op (d × (ι → d)) :=
  (l.map fun a => lax d (u - θ a) a).prod

/-- The partial trace over the auxiliary factor. -/
def ptrace : Op (α × C) →ₗ[ℂ] Op C where
  toFun M := Matrix.of fun s t => ∑ i, M (i, s) (i, t)
  map_add' M N := by ext s t; simp [Finset.sum_add_distrib]
  map_smul' c M := by ext s t; simp [Finset.mul_sum]

/-- The transfer matrix: the auxiliary partial trace of the monodromy matrix. -/
def transfer (d : Type*) [Fintype d] [DecidableEq d] (θ : ι → ℂ) (l : List ι) (u : ℂ) :
    Op (ι → d) :=
  ptrace (monodromy d θ l u)

/-- With two auxiliary copies, let an operator act on the first copy and the chain. -/
def aux₁ : Op (d × C) →* Op ((d × d) × C) where
  toFun M := Matrix.of fun x y => if x.1.2 = y.1.2 then M (x.1.1, x.2) (y.1.1, y.2) else 0
  map_one' := by
    ext ⟨⟨i, k⟩, s⟩ ⟨⟨j, l⟩, t⟩
    by_cases h : k = l <;> simp [Matrix.one_apply, h]
  map_mul' M N := by
    ext ⟨⟨i, k⟩, s⟩ ⟨⟨j, l⟩, t⟩
    simp [Matrix.mul_apply, Fintype.sum_prod_type, Finset.sum_ite_irrel]

/-- With two auxiliary copies, let an operator act on the second copy and the chain. -/
def aux₂ : Op (d × C) →* Op ((d × d) × C) where
  toFun M := Matrix.of fun x y => if x.1.1 = y.1.1 then M (x.1.2, x.2) (y.1.2, y.2) else 0
  map_one' := by
    ext ⟨⟨i, k⟩, s⟩ ⟨⟨j, l⟩, t⟩
    by_cases h : i = j <;> simp [Matrix.one_apply, h]
  map_mul' M N := by
    ext ⟨⟨i, k⟩, s⟩ ⟨⟨j, l⟩, t⟩
    simp [Matrix.mul_apply, Fintype.sum_prod_type, Finset.sum_ite_irrel]

/-- The exchange of the first of two auxiliary copies with site `a`. -/
def exch₁ (d : Type*) [DecidableEq d] (a : ι) : Op ((d × d) × (ι → d)) :=
  basisMap fun y => ((y.2 a, y.1.2), update y.2 a y.1.1)

/-- The exchange of the second of two auxiliary copies with site `a`. -/
def exch₂ (d : Type*) [DecidableEq d] (a : ι) : Op ((d × d) × (ι → d)) :=
  basisMap fun y => ((y.1.1, y.2 a), update y.2 a y.1.2)

/-- The exchange `P₁₂` of the two auxiliary copies. -/
def auxSwap (d C : Type*) [DecidableEq d] [DecidableEq C] : Op ((d × d) × C) :=
  basisMap fun y => ((y.1.2, y.1.1), y.2)

/-- The R-matrix `R(w) = w + P₁₂` on the two auxiliary copies. -/
def rmat (d C : Type*) [DecidableEq d] [DecidableEq C] (w : ℂ) : Op ((d × d) × C) :=
  w • (1 : Op ((d × d) × C)) + auxSwap d C

/-- Operators that relabel basis states multiply by composing the relabellings. -/
theorem basisMap_mul (f g : X → X) : basisMap f * basisMap g = basisMap (f ∘ g) := by
  ext x y
  simp [basisMap, Matrix.mul_apply]

/-- Acting on the first or second auxiliary copy, the Lax operator is `u + P_1a` or `u + P_2a`. -/
theorem aux_lax (u : ℂ) (a : ι) :
    aux₁ (lax d u a) = u • (1 : Op ((d × d) × (ι → d))) + exch₁ d a ∧
    aux₂ (lax d u a) = u • (1 : Op ((d × d) × (ι → d))) + exch₂ d a := by
  constructor
  · ext ⟨⟨i, k⟩, s⟩ ⟨⟨j, l⟩, t⟩
    by_cases h : k = l <;> simp [aux₁, lax, exch, exch₁, basisMap, Matrix.one_apply, h]
  · ext ⟨⟨i, k⟩, s⟩ ⟨⟨j, l⟩, t⟩
    by_cases h : i = j <;> simp [aux₂, lax, exch, exch₂, basisMap, Matrix.one_apply, h]

/-- Yang-Baxter relation at one site: `R(u-v) L₁(u) L₂(v) = L₂(v) L₁(u) R(u-v)`. -/
theorem yang_baxter (u v : ℂ) (a : ι) :
    rmat d (ι → d) (u - v) * (aux₁ (lax d u a) * aux₂ (lax d v a)) =
      aux₂ (lax d v a) * aux₁ (lax d u a) * rmat d (ι → d) (u - v) := by
  -- relations among the three transpositions of copy 1, copy 2 and site a
  have h1 : auxSwap d (ι → d) * exch₁ d a = exch₁ d a * exch₂ d a := by
    simp only [exch₁, exch₂, auxSwap, basisMap_mul]; congr 1; funext y; simp
  have h2 : exch₂ d a * auxSwap d (ι → d) = exch₁ d a * exch₂ d a := by
    simp only [exch₁, exch₂, auxSwap, basisMap_mul]; congr 1; funext y; simp
  have h3 : auxSwap d (ι → d) * exch₂ d a = exch₂ d a * exch₁ d a := by
    simp only [exch₁, exch₂, auxSwap, basisMap_mul]; congr 1; funext y; simp
  have h4 : exch₁ d a * auxSwap d (ι → d) = exch₂ d a * exch₁ d a := by
    simp only [exch₁, exch₂, auxSwap, basisMap_mul]; congr 1; funext y; simp
  have h5 : auxSwap d (ι → d) * (exch₁ d a * exch₂ d a) =
      exch₂ d a * (exch₂ d a * exch₁ d a) := by
    simp only [exch₁, exch₂, auxSwap, basisMap_mul]; congr 1; funext y; simp
  rw [(aux_lax u a).1, (aux_lax v a).2, rmat]
  simp only [mul_add, add_mul, smul_mul_assoc, mul_smul_comm, one_mul, mul_one, mul_assoc,
    h1, h2, h3, h4, h5]
  module

/-- Lax operators on different auxiliary copies and different sites commute. -/
theorem lax_commute {a b : ι} (hab : a ≠ b) (u v : ℂ) :
    Commute (aux₁ (lax d u a)) (aux₂ (lax d v b)) := by
  have h : exch₁ d a * exch₂ d b = exch₂ d b * exch₁ d a := by
    simp only [exch₁, exch₂, basisMap_mul]; congr 1; funext y
    simp [hab, hab.symm, update_comm hab]
  rw [(aux_lax u a).1, (aux_lax v b).2]
  show _ * _ = _ * _
  simp only [mul_add, add_mul, smul_mul_assoc, mul_smul_comm, one_mul, mul_one, h]
  module

/-- RTT relation for a chain of distinct sites: `R(u-v) T₁(u) T₂(v) = T₂(v) T₁(u) R(u-v)`. -/
theorem rtt (θ : ι → ℂ) (l : List ι) (hl : l.Nodup) (u v : ℂ) :
    rmat d (ι → d) (u - v) * (aux₁ (monodromy d θ l u) * aux₂ (monodromy d θ l v)) =
      aux₂ (monodromy d θ l v) * aux₁ (monodromy d θ l u) * rmat d (ι → d) (u - v) := by
  -- moving R through one site and then through the rest of the chain
  have key : ∀ R A B T T' : Op ((d × d) × (ι → d)), R * (A * B) = B * A * R →
      R * (T * T') = T' * T * R → T * B = B * T → A * T' = T' * A →
      R * (A * T * (B * T')) = B * T' * (A * T) * R := by
    intro R A B T T' yb ih c1 c2
    calc _ = R * (A * (T * B) * T') := by simp only [mul_assoc]
      _ = R * (A * B) * (T * T') := by rw [c1]; simp only [mul_assoc]
      _ = B * A * (R * (T * T')) := by rw [yb]; simp only [mul_assoc]
      _ = B * (A * T') * T * R := by rw [ih]; simp only [mul_assoc]
      _ = _ := by rw [c2]; simp only [mul_assoc]
  induction l with
  | nil => simp [monodromy]
  | cons a l ih =>
    obtain ⟨ha, hl'⟩ := List.nodup_cons.mp hl
    have hne : ∀ b ∈ l, b ≠ a := fun b hb h => ha (h ▸ hb)
    have hc : ∀ w, monodromy d θ (a :: l) w = lax d (w - θ a) a * monodromy d θ l w := by
      intro w; simp [monodromy]
    have yb := yang_baxter (d := d) (u - θ a) (v - θ a) a
    rw [sub_sub_sub_cancel_right] at yb
    rw [hc, hc, map_mul, map_mul]
    refine key _ _ _ _ _ yb (ih hl') (Commute.eq ?_) (Commute.eq ?_)
    · rw [monodromy, map_list_prod]
      apply Commute.list_prod_left
      intro x hx
      simp only [List.map_map, List.mem_map, Function.comp] at hx
      obtain ⟨b, hb, rfl⟩ := hx
      exact lax_commute (hne b hb) _ _
    · rw [monodromy, map_list_prod]
      apply Commute.list_prod_right
      intro x hx
      simp only [List.map_map, List.mem_map, Function.comp] at hx
      obtain ⟨b, hb, rfl⟩ := hx
      exact lax_commute (hne b hb).symm _ _

/-- The trace over both auxiliary copies of `A₁ B₂` or `B₂ A₁` is the product of the
partial traces, in the same order. -/
theorem ptrace_aux_mul (A B : Op (d × C)) :
    ptrace (aux₁ A * aux₂ B) = ptrace A * ptrace B ∧
    ptrace (aux₂ B * aux₁ A) = ptrace B * ptrace A := by
  constructor
  · ext s t
    simp [ptrace, aux₁, aux₂, Matrix.mul_apply, Fintype.sum_prod_type, Finset.sum_ite_irrel,
      Finset.sum_mul_sum]
    refine Eq.trans ?_ Finset.sum_comm
    exact Finset.sum_congr rfl fun _ _ => Finset.sum_comm
  · ext s t
    simp [ptrace, aux₁, aux₂, Matrix.mul_apply, Fintype.sum_prod_type, Finset.sum_ite_irrel,
      Finset.sum_mul_sum]
    refine Finset.sum_comm.trans (Eq.trans ?_ Finset.sum_comm)
    exact Finset.sum_congr rfl fun _ _ => Finset.sum_comm

/-- If `R(w) A = B R(w)` with `w² ≠ 1`, then `A` and `B` have the same trace over the two
auxiliary copies. -/
theorem ptrace_eq_of_intertwine {w : ℂ} (hw : w ^ 2 ≠ 1) {A B : Op ((d × d) × C)}
    (h : rmat d C w * A = B * rmat d C w) : ptrace A = ptrace B := by
  have hQ : auxSwap d C * auxSwap d C = 1 := by
    rw [auxSwap, basisMap_mul]; ext x y; simp [basisMap, Matrix.one_apply]
  -- cyclicity of the partial trace for the auxiliary exchange
  have cyc : ∀ Z : Op ((d × d) × C), ptrace (auxSwap d C * Z) = ptrace (Z * auxSwap d C) := by
    intro Z
    ext s t
    simp [ptrace, auxSwap, basisMap, Matrix.mul_apply, Fintype.sum_prod_type, ite_and,
      Finset.sum_ite_irrel]
    exact Finset.sum_comm
  have h3 : ptrace (auxSwap d C * B * auxSwap d C) = ptrace B := by
    rw [← cyc, ← mul_assoc, hQ, one_mul]
  have e1 := congrArg (fun Z => ptrace Z) h
  have e2 := congrArg (fun Z => ptrace (auxSwap d C * Z)) h
  simp only [rmat, add_mul, mul_add, smul_mul_assoc, mul_smul_comm, one_mul, mul_one, map_add,
    map_smul, ← mul_assoc, hQ, h3] at e1 e2
  rw [← cyc B] at e1
  have h0 : (w ^ 2 - 1) • (ptrace A - ptrace B) = 0 := by
    linear_combination (norm := module) w • e1 - e2
  exact sub_eq_zero.mp ((smul_eq_zero.mp h0).resolve_left (sub_ne_zero.mpr hw))

/-- Transfer matrices of a chain of distinct sites with inhomogeneities `θ` commute for all
complex spectral parameters. -/
theorem transfer_commute (θ : ι → ℂ) (l : List ι) (hl : l.Nodup) (u v : ℂ) :
    transfer d θ l u * transfer d θ l v = transfer d θ l v * transfer d θ l u := by
  have hm : Continuous fun w => monodromy d θ l w :=
    continuous_list_prod l fun a _ => by unfold lax; fun_prop
  have hc : Continuous fun w => transfer d θ l w :=
    (LinearMap.continuous_of_finiteDimensional ptrace).comp hm
  have hd : Dense ({v + 1, v - 1} : Set ℂ)ᶜ := (Set.toFinite _).countable.dense_compl ℂ
  -- trace the RTT relation away from u - v = ±1, then extend by continuity
  have key : (fun w => transfer d θ l w * transfer d θ l v) =
      fun w => transfer d θ l v * transfer d θ l w := by
    refine Continuous.ext_on hd (hc.mul continuous_const) (continuous_const.mul hc) ?_
    intro w hw
    have hw2 : (w - v) ^ 2 ≠ 1 := by
      intro h
      have h0 : (w - (v + 1)) * (w - (v - 1)) = 0 := by linear_combination h
      rcases mul_eq_zero.mp h0 with h1 | h1
      · exact hw (Or.inl (sub_eq_zero.mp h1))
      · exact hw (Or.inr (sub_eq_zero.mp h1))
    have h := ptrace_eq_of_intertwine hw2 (rtt (d := d) θ l hl w v)
    rw [(ptrace_aux_mul _ _).1, (ptrace_aux_mul _ _).2] at h
    exact h
  exact congrFun key u

/-- The transfer matrix `t(u) = tr₀ ∏ₐ (u + P_0a)` of `N` copies of `ℂ^n`, the product ordered over
the sites `a = 0, …, N - 1`. -/
def homTransfer (n N : ℕ) (u : ℂ) : Op (Fin N → Fin n) :=
  ptrace ((List.finRange N).map fun a => lax (Fin n) u a).prod

/-- For the homogeneous chain of `N` copies of `ℂ^n`, `t(u) t(v) = t(v) t(u)` for all complex
`u`, `v`. -/
theorem homTransfer_commute (n N : ℕ) (u v : ℂ) :
    homTransfer n N u * homTransfer n N v = homTransfer n N v * homTransfer n N u := by
  simpa only [homTransfer, transfer, monodromy, sub_zero] using
    transfer_commute (d := Fin n) (fun _ => 0) (List.finRange N) (List.nodup_finRange N) u v

end

end CommutingTransfer
```

```lean
#print axioms CommutingTransfer.transfer_commute
-- 'CommutingTransfer.transfer_commute' depends on axioms: [propext, Classical.choice, Quot.sound]
#print axioms CommutingTransfer.homTransfer_commute
-- 'CommutingTransfer.homTransfer_commute' depends on axioms: [propext, Classical.choice, Quot.sound]
```

## How the objects and lemmas match

`Op X` is a complex matrix indexed by basis states `X`. Chain states are functions `ι → d` from sites to local labels, and auxiliary ⊗ chain has basis `d × (ι → d)`. `basisMap f` sends $|y\rangle$ to $|f(y)\rangle$, and `exch d a` applies it to the swap of the auxiliary label with the label at `a`. `monodromy` puts the first list entry leftmost, so it acts last on a ket. `ptrace` is the plain sum over the auxiliary index, without division by $n$. `transfer_commute` assumes only `l.Nodup`, that no site repeats; sites absent from `l` are spectators. `homTransfer_commute` is the homogeneous case with `Fin N` sites, counted from $0$, and local basis `Fin n`, for all `n` and `N`.

`basisMap_mul` reduces products of exchanges to compositions of maps, and `aux_lax` identifies the embeddings `aux₁`, `aux₂` of `lax` with $u+A$ and $u+B$. In `yang_baxter`, `h1` to `h5` are the transposition relations; the two cubic terms meet at $B\,BA$ through `h5` and `h4`, and `module` collects the scalar coefficients. `lax_commute` handles different sites. In `rtt` the `calc` block of `key` is a rebracketing step followed by the chain of four equalities, and `l.Nodup` supplies the site inequalities for both commutations. `ptrace_aux_mul` reorders the sums of the double trace. In `ptrace_eq_of_intertwine`, `e1` and `e2` are the two traced equations, combined as `w • e1 - e2`. `transfer_commute` extends from the dense set `hd` with `Continuous.ext_on`.

## Scope for a simulation code

The theorems give the matrix equality in exact complex arithmetic, for two transfer matrices sharing the same `θ`, `l` and local dimension. They bound no rounding or truncation error. Twisted or open boundaries, anisotropic $R$-matrices and sites carrying other representations fall beyond them. They say nothing about diagonalisability, the spectrum of $t(u)$ or the independence of its coefficients. The commuting coefficients, the Heisenberg identification and the short-chain formulas above are ordinary algebra that the file does not contain.
